# Above Both Fitting Energies, a Two-Point Power-Law Fit Underestimates a Positive Sum of Different Power Laws

To subtract the background under a core-loss edge in an electron energy-loss spectrum, one commonly extrapolates a power law fitted before the edge; here that fit is taken to be the power law through the spectrum at two energies $0<E_1<E_2$ at which the core-loss signal is zero. If the background is a finite sum of power laws with positive amplitudes and at least two distinct exponents, the extrapolation is too low at every energy above $E_2$, and the extracted signal is too large.

```lean
import Mathlib

namespace EdgeBackground

noncomputable section

variable {ι : Type*} [Fintype ι]

/-- Background intensity at energy loss `E > 0`: a finite sum of power laws
`a j * E ^ (-r j)`. -/
def background (a r : ι → ℝ) (E : ℝ) : ℝ := ∑ j, a j * E ^ (-r j)

/-- Exponent of the power law fitted to the spectrum `B` at two distinct positive energies
`E₁`, `E₂` where `B` is positive. -/
def fitExponent (B : ℝ → ℝ) (E₁ E₂ : ℝ) : ℝ :=
  Real.log (B E₁ / B E₂) / Real.log (E₂ / E₁)

/-- The power law fitted to the spectrum `B` at two distinct positive energies `E₁`, `E₂`
where `B` is positive, evaluated at `E > 0`. -/
def fit (B : ℝ → ℝ) (E₁ E₂ E : ℝ) : ℝ :=
  B E₁ * (E / E₁) ^ (-fitExponent B E₁ E₂)

/-- Background subtraction: the measured spectrum `M` minus the power law fitted to `M` at two
distinct positive energies `E₁`, `E₂` where `M` is positive, evaluated at `E > 0`. -/
def extractedSignal (M : ℝ → ℝ) (E₁ E₂ E : ℝ) : ℝ := M E - fit M E₁ E₂ E

/-- An exponential with nonzero rate lies strictly below its chord. -/
theorem exp_chord {k x y z : ℝ} (hk : k ≠ 0) (hxy : x < y) (hyz : y < z) :
    (z - x) * Real.exp (k * y) <
      (z - y) * Real.exp (k * x) + (y - x) * Real.exp (k * z) := by
  -- compare both end points with the tangent at `y`
  have h1 := Real.add_one_lt_exp (mul_ne_zero hk (sub_ne_zero.2 hxy.ne))
  have h2 := Real.add_one_lt_exp (mul_ne_zero hk (sub_ne_zero.2 hyz.ne'))
  have e1 : Real.exp (k * x) = Real.exp (k * y) * Real.exp (k * (x - y)) := by
    rw [← Real.exp_add]; congr 1; ring
  have e2 : Real.exp (k * z) = Real.exp (k * y) * Real.exp (k * (z - y)) := by
    rw [← Real.exp_add]; congr 1; ring
  have key : z - x < (z - y) * Real.exp (k * (x - y)) + (y - x) * Real.exp (k * (z - y)) := by
    nlinarith [mul_lt_mul_of_pos_left h1 (sub_pos.2 hyz),
      mul_lt_mul_of_pos_left h2 (sub_pos.2 hxy)]
  rw [e1, e2]
  nlinarith [mul_lt_mul_of_pos_left key (Real.exp_pos (k * y))]

/-- A background with positive amplitudes and at least two distinct exponents, multiplied by any
power `E ^ q`, is strictly convex as a function of `log E`. -/
theorem background_chord {a r : ι → ℝ} (ha : ∀ j, 0 < a j) (hr : ∃ i j, r i ≠ r j)
    (q : ℝ) {E F G : ℝ} (hE : 0 < E) (hEF : E < F) (hFG : F < G) :
    (Real.log G - Real.log E) * (background a r F * F ^ q) <
      (Real.log G - Real.log F) * (background a r E * E ^ q) +
        (Real.log F - Real.log E) * (background a r G * G ^ q) := by
  have hF := hE.trans hEF
  have hl1 := Real.log_lt_log hE hEF
  have hl2 := Real.log_lt_log hF hFG
  -- in the variable `log E` every term is an exponential
  have expand : ∀ x : ℝ, 0 < x → background a r x * x ^ q =
      ∑ j, a j * Real.exp ((q - r j) * Real.log x) := by
    intro x hx
    unfold background
    rw [Finset.sum_mul]
    refine Finset.sum_congr rfl fun j _ => ?_
    have h : Real.log x * (-r j + q) = (q - r j) * Real.log x := by ring
    rw [mul_assoc, ← Real.rpow_add hx, Real.rpow_def_of_pos hx, h]
  obtain ⟨i, hi⟩ : ∃ i, q - r i ≠ 0 := by
    obtain ⟨i, j, hij⟩ := hr
    by_cases h : q - r i = 0
    · exact ⟨j, fun h' => hij (by linarith)⟩
    · exact ⟨i, h⟩
  rw [expand E hE, expand F hF, expand G (hF.trans hFG), Finset.mul_sum, Finset.mul_sum,
    Finset.mul_sum, ← Finset.sum_add_distrib]
  apply Finset.sum_lt_sum
  · intro j _
    by_cases h : q - r j = 0
    · rw [h]
      simp only [zero_mul, Real.exp_zero]
      linarith
    · nlinarith [mul_lt_mul_of_pos_left (exp_chord h hl1 hl2) (ha j)]
  · exact ⟨i, Finset.mem_univ i, by
      nlinarith [mul_lt_mul_of_pos_left (exp_chord hi hl1 hl2) (ha i)]⟩

/-- Multiplying the fit by `E ^ q`, with `q` the fitted exponent, gives the same value at every
positive energy. -/
theorem fit_mul_rpow (B : ℝ → ℝ) {E₁ E : ℝ} (E₂ : ℝ) (h1 : 0 < E₁) (hE : 0 < E) :
    fit B E₁ E₂ E * E ^ fitExponent B E₁ E₂ = B E₁ * E₁ ^ fitExponent B E₁ E₂ := by
  have aux : ∀ b u v : ℝ, u ≠ 0 → b * (u⁻¹ / v⁻¹) * u = b * v := by
    intro b u v hu
    rw [div_inv_eq_mul]
    field_simp
  unfold fit
  rw [Real.div_rpow hE.le h1.le, Real.rpow_neg hE.le, Real.rpow_neg h1.le]
  exact aux _ _ _ (Real.rpow_pos_of_pos hE _).ne'

/-- For `0 < E₁ < E₂` and positive intensities there, the fit reproduces the spectrum at both
fitting energies. -/
theorem fit_through {B : ℝ → ℝ} {E₁ E₂ : ℝ} (h1 : 0 < E₁) (h12 : E₁ < E₂)
    (hB1 : 0 < B E₁) (hB2 : 0 < B E₂) :
    fit B E₁ E₂ E₁ = B E₁ ∧ fit B E₁ E₂ E₂ = B E₂ := by
  constructor
  · simp [fit, div_self h1.ne']
  · have hl : 0 < Real.log (E₂ / E₁) := Real.log_pos ((one_lt_div h1).2 h12)
    have e : Real.log (B E₁ / B E₂) = fitExponent B E₁ E₂ * Real.log (E₂ / E₁) :=
      (div_eq_iff hl.ne').1 rfl
    rw [Real.log_div hB1.ne' hB2.ne'] at e
    have e' : Real.log (E₂ / E₁) * -fitExponent B E₁ E₂ =
        Real.log (B E₂) - Real.log (B E₁) := by linarith
    unfold fit
    rw [Real.rpow_def_of_pos (div_pos (h1.trans h12) h1), e', Real.exp_sub,
      Real.exp_log hB1, Real.exp_log hB2]
    field_simp

/-- For `0 < E₁ < E₂` and positive intensity at `E₁`, any power law `A * E ^ (-q)` that agrees with
the spectrum at `E₁` and `E₂` equals the fit at every positive energy. -/
theorem fit_unique {B : ℝ → ℝ} {E₁ E₂ A q : ℝ} (h1 : 0 < E₁) (h12 : E₁ < E₂)
    (hB1 : 0 < B E₁) (hA1 : A * E₁ ^ (-q) = B E₁) (hA2 : A * E₂ ^ (-q) = B E₂)
    {E : ℝ} (hE : 0 < E) : A * E ^ (-q) = fit B E₁ E₂ E := by
  have h2 := h1.trans h12
  have hA : A ≠ 0 := by
    intro h
    rw [h, zero_mul] at hA1
    linarith
  have hq : fitExponent B E₁ E₂ = q := by
    unfold fitExponent
    rw [← hA1, ← hA2, mul_div_mul_left _ _ hA,
      Real.log_div (Real.rpow_pos_of_pos h1 _).ne' (Real.rpow_pos_of_pos h2 _).ne',
      Real.log_rpow h1, Real.log_rpow h2, Real.log_div h2.ne' h1.ne',
      div_eq_iff (sub_pos.2 (Real.log_lt_log h1 h12)).ne']
    ring
  have aux : ∀ u v : ℝ, v ≠ 0 → A * u = A * v * (u / v) := by
    intro u v hv
    field_simp
  unfold fit
  rw [hq, ← hA1, Real.div_rpow hE.le h1.le]
  exact aux _ _ (Real.rpow_pos_of_pos h1 _).ne'

/-- For a background with positive amplitudes and at least two distinct exponents, the power law
fitted at `0 < E₁ < E₂` lies strictly above it between `E₁` and `E₂` and strictly below it
beyond `E₂`. -/
theorem fit_background_error {a r : ι → ℝ} (ha : ∀ j, 0 < a j) (hr : ∃ i j, r i ≠ r j)
    {E₁ E₂ : ℝ} (h1 : 0 < E₁) (h12 : E₁ < E₂) :
    (∀ E, E₁ < E → E < E₂ → background a r E < fit (background a r) E₁ E₂ E) ∧
      (∀ E, E₂ < E → fit (background a r) E₁ E₂ E < background a r E) := by
  have h2 := h1.trans h12
  have hl := Real.log_lt_log h1 h12
  have hpos : ∀ x : ℝ, 0 < x → 0 < background a r x := fun x hx =>
    Finset.sum_pos (fun j _ => mul_pos (ha j) (Real.rpow_pos_of_pos hx _))
      ⟨hr.choose, Finset.mem_univ _⟩
  -- after multiplication by `E ^ q` the background takes equal values at `E₁` and `E₂`
  have m := fit_mul_rpow (background a r) E₂ h1 h2
  rw [(fit_through h1 h12 (hpos _ h1) (hpos _ h2)).2] at m
  constructor
  · intro E hE hE'
    have hE0 := h1.trans hE
    have c := background_chord ha hr (fitExponent (background a r) E₁ E₂) h1 hE hE'
    rw [m] at c
    refine lt_of_mul_lt_mul_right ?_
      (Real.rpow_pos_of_pos hE0 (fitExponent (background a r) E₁ E₂)).le
    rw [fit_mul_rpow (background a r) E₂ h1 hE0]
    refine lt_of_mul_lt_mul_left ?_ (sub_pos.2 hl).le
    linarith
  · intro E hE
    have hE0 := h2.trans hE
    have c := background_chord ha hr (fitExponent (background a r) E₁ E₂) h1 h12 hE
    rw [m] at c
    refine lt_of_mul_lt_mul_right ?_
      (Real.rpow_pos_of_pos hE0 (fitExponent (background a r) E₁ E₂)).le
    rw [fit_mul_rpow (background a r) E₂ h1 hE0]
    refine lt_of_mul_lt_mul_left ?_ (sub_pos.2 hl).le
    linarith

/-- If all exponents coincide and the amplitudes are positive, the power law fitted at
`0 < E₁ < E₂` equals the background at every positive energy. -/
theorem fit_exact_of_equal_exponents [Nonempty ι] {a r : ι → ℝ} {q : ℝ}
    (ha : ∀ j, 0 < a j) (hr : ∀ j, r j = q) {E₁ E₂ E : ℝ} (h1 : 0 < E₁) (h12 : E₁ < E₂)
    (hE : 0 < E) : fit (background a r) E₁ E₂ E = background a r E := by
  have hB : ∀ x, background a r x = (∑ j, a j) * x ^ (-q) := by
    intro x
    simp only [background, hr, Finset.sum_mul]
  have hpos : 0 < background a r E₁ :=
    Finset.sum_pos (fun j _ => mul_pos (ha j) (Real.rpow_pos_of_pos h1 _))
      Finset.univ_nonempty
  rw [hB E]
  exact (fit_unique h1 h12 hpos (hB E₁).symm (hB E₂).symm hE).symm

/-- If the core-loss signal `S` vanishes at both fitting energies, the extracted signal is `S`
plus the amount by which the background `B` exceeds its own fit. -/
theorem extractedSignal_eq (B : ℝ → ℝ) {S : ℝ → ℝ} {E₁ E₂ : ℝ} (hS1 : S E₁ = 0)
    (hS2 : S E₂ = 0) (E : ℝ) :
    extractedSignal (fun x => B x + S x) E₁ E₂ E = S E + (B E - fit B E₁ E₂ E) := by
  simp only [extractedSignal, fit, fitExponent, hS1, hS2, add_zero]
  ring

/-- For a background with positive amplitudes and at least two distinct exponents, and a signal
vanishing at the fitting energies `0 < E₁ < E₂`, subtraction overestimates the signal at every
energy beyond `E₂`. -/
theorem signal_lt_extractedSignal {a r : ι → ℝ} (ha : ∀ j, 0 < a j)
    (hr : ∃ i j, r i ≠ r j) {S : ℝ → ℝ} {E₁ E₂ E : ℝ} (h1 : 0 < E₁) (h12 : E₁ < E₂)
    (hS1 : S E₁ = 0) (hS2 : S E₂ = 0) (hE : E₂ < E) :
    S E < extractedSignal (fun x => background a r x + S x) E₁ E₂ E := by
  rw [extractedSignal_eq (background a r) hS1 hS2]
  linarith [(fit_background_error ha hr h1 h12).2 E hE]

/-- For a background with positive amplitudes and at least two distinct exponents, and a signal
vanishing at the fitting energies `0 < E₁ < E₂`, subtraction overestimates the integral of the
signal over every integration window `[c, d]` with `E₂ ≤ c < d` on which the signal is integrable.
-/
theorem integral_signal_lt {a r : ι → ℝ} (ha : ∀ j, 0 < a j)
    (hr : ∃ i j, r i ≠ r j) {S : ℝ → ℝ} {E₁ E₂ c d : ℝ} (h1 : 0 < E₁) (h12 : E₁ < E₂)
    (hS1 : S E₁ = 0) (hS2 : S E₂ = 0) (hc : E₂ ≤ c) (hcd : c < d)
    (hS : IntervalIntegrable S MeasureTheory.volume c d) :
    ∫ E in c..d, S E <
      ∫ E in c..d, extractedSignal (fun x => background a r x + S x) E₁ E₂ E := by
  -- the subtraction error is continuous, hence integrable, on the window
  have hg : IntervalIntegrable
      (fun E => background a r E - fit (background a r) E₁ E₂ E)
      MeasureTheory.volume c d := by
    apply ContinuousOn.intervalIntegrable
    rw [Set.uIcc_of_le hcd.le]
    intro E hE
    have hE0 : 0 < E := by linarith [hE.1]
    apply ContinuousAt.continuousWithinAt
    apply ContinuousAt.sub
    · show ContinuousAt (fun x : ℝ => ∑ j, a j * x ^ (-r j)) E
      exact tendsto_finsetSum _ fun j _ =>
        continuousAt_const.mul (continuousAt_id.rpow_const (Or.inl hE0.ne'))
    · show ContinuousAt (fun x : ℝ => background a r E₁ *
        (x / E₁) ^ (-fitExponent (background a r) E₁ E₂)) E
      exact continuousAt_const.mul
        ((continuousAt_id.div_const E₁).rpow_const (Or.inl (div_pos hE0 h1).ne'))
  have pos := intervalIntegral.intervalIntegral_pos_of_pos_on hg
    (fun E hE => sub_pos.2 ((fit_background_error ha hr h1 h12).2 E (lt_of_le_of_lt hc hE.1)))
    hcd
  simp only [extractedSignal_eq (background a r) hS1 hS2]
  rw [intervalIntegral.integral_add hS hg]
  linarith

end

end EdgeBackground
```

```lean
#print axioms EdgeBackground.fit_background_error
#print axioms EdgeBackground.fit_exact_of_equal_exponents
#print axioms EdgeBackground.signal_lt_extractedSignal
#print axioms EdgeBackground.integral_signal_lt
```

```
'EdgeBackground.fit_background_error' depends on axioms: [propext, Classical.choice, Quot.sound]
'EdgeBackground.fit_exact_of_equal_exponents' depends on axioms: [propext, Classical.choice, Quot.sound]
'EdgeBackground.signal_lt_extractedSignal' depends on axioms: [propext, Classical.choice, Quot.sound]
'EdgeBackground.integral_signal_lt' depends on axioms: [propext, Classical.choice, Quot.sound]
```

## The background, the fit and the signal

The background is
$$B(E)=\sum_j a_j E^{-r_j},\qquad a_j>0,$$
written `background a r`, with $j$ running over the finite type `ι`. Each term can stand for the tail of one lower-lying loss process. The exponents are arbitrary real numbers, and `hr` says that two of them differ. Energies are numbers in a fixed unit.

For a spectrum $M$ that is positive at $E_1$ and $E_2$, `fit M E₁ E₂` is
$$F_M(E)=M(E_1)\left(\frac{E}{E_1}\right)^{-q},\qquad q=\frac{\ln\big(M(E_1)/M(E_2)\big)}{\ln(E_2/E_1)},$$
where $q$ is `fitExponent`. It passes exactly through two points of the spectrum; it is not a least-squares fit over a window of many channels.

`fit_background_error` states that $F_B>B$ strictly between $E_1$ and $E_2$, and $F_B<B$ at every $E>E_2$.

The measured spectrum is $M=B+S$. The core-loss signal $S$ is required to vanish at $E_1$ and $E_2$, as it does when both lie before the edge. `signal_lt_extractedSignal` says that $M-F_M$ exceeds $S$ at each energy above $E_2$. `integral_signal_lt` says the same of the integrals over any window $[c,d]$ with $E_2\le c<d$ on which $S$ is integrable.

For elemental quantification from integrated edge intensities, this fixes the sign of the background error in a noise-free spectrum of this form. The theorems do not cover a fit over a window of noisy channels, and they do not say whether a given measured background has this form.

## Convexity in the logarithm of the energy

**The fit becomes a constant.** Let $q$ now be the exponent fitted to $B$. Multiplying the fit by $E^q$ gives
$$F_B(E)\,E^q=B(E_1)E_1^q=:C,$$
which is `fit_mul_rpow`. The fit passes through both points (`fit_through`), since
$$F_B(E_2)=B(E_1)\,e^{-q\ln(E_2/E_1)}=B(E_1)\,\frac{B(E_2)}{B(E_1)}=B(E_2).$$
Hence $B(E)E^q$ equals $C$ at both $E_1$ and $E_2$.

**An exponential lies below its chord.** Take $x<y<z$ and $k\ne0$. Since $e^t>1+t$ for $t\neq0$,
$$(z-y)e^{k(x-y)}+(y-x)e^{k(z-y)}>(z-y)\big(1+k(x-y)\big)+(y-x)\big(1+k(z-y)\big)=z-x.$$
Multiplication by $e^{ky}$ gives `exp_chord`:
$$(z-x)e^{ky}<(z-y)e^{kx}+(y-x)e^{kz}.$$

**The scaled background is strictly convex.** With $x=\ln E$,
$$g(x):=B(E)E^q=\sum_j a_j e^{(q-r_j)x}.$$
Terms with $r_j=q$ are constant and satisfy the chord relation with equality; all others satisfy it strictly. Two exponents differ, so at least one term is strict. `background_chord` adds the terms with `Finset.sum_lt_sum`, which asks for exactly this: weak inequalities throughout and one strict inequality.

**Both signs follow.** Put $x_i=\ln E_i$. For $x_1<x<x_2$, the chord inequality reads
$$(x_2-x_1)g(x)<(x_2-x)C+(x-x_1)C=(x_2-x_1)C,$$
so $g(x)<C$. For $x>x_2$, it reads
$$(x-x_1)C<(x-x_2)C+(x_2-x_1)g(x),$$
so $g(x)>C$. Dividing by $E^q>0$ turns these into $B<F_B$ and $B>F_B$. In Lean, `lt_of_mul_lt_mul_right` cancels this factor.

## From the fit error to the extracted signal

Because $S(E_1)=S(E_2)=0$, the fits to $M$ and to $B$ are the same function. `extractedSignal_eq` therefore gives
$$M(E)-F_M(E)=S(E)+\big(B(E)-F_B(E)\big),$$
and the bracket is positive for $E>E_2$. It is also continuous on $[c,d]$, hence integrable, and positive inside the window, so its integral is positive. Adding $\int_c^d S\,dE$ proves the integrated statement.

## When all exponents agree

Suppose $AE^{-p}$ passes through both points. Dividing the two conditions gives $B(E_1)/B(E_2)=(E_2/E_1)^p$, so $p=q$, and then $A=B(E_1)E_1^q$. This is `fit_unique`. If every $r_j$ equals $p$, then $B(E)=\big(\sum_j a_j\big)E^{-p}$ is itself such a power law, and `fit_exact_of_equal_exponents` concludes that the fit reproduces it at every positive energy. The strict error thus requires two distinct exponents.
